# Evolution of $I_{0+}$ under weak coupling to $n$ passive spins 1/2

Take two spins 1/2, numbered 0 and 1, with the weak scalar coupling $H = \pi J_0\, 2I_{0z}I_{1z}$. Energies are in angular frequency units ($\hbar = 1$) and $J_0$ is in hertz. Transverse magnetisation has been created on spin 0, the active spin, and its raising component $I_{0+}$ evolves for a time $t$. Spin 1 is passive: nothing flips it.

If spin 1 is up, $I_{1z}$ has the value $1/2$ and $H$ acts on spin 0 as $\pi J_0 I_{0z}$. The operator $I_{0+}$ takes spin 0 from down to up, two states whose energies then differ by $\pi J_0$, so it acquires the phase $e^{-i\pi J_0 t}$. If spin 1 is down, the energy difference changes sign and the phase is $e^{+i\pi J_0 t}$. Both cases are contained in one operator expression:

$$e^{-iHt} I_{0+} e^{iHt} = I_{0+}\left(\cos \pi J_0 t - 2i I_{1z}\sin \pi J_0 t\right).$$

With $n$ passive spins, each contributes its own phase, and the phases multiply. Let $J_k$, for $k = 0,\dots,n-1$, be the coupling between spin 0 and spin $k+1$. This numbering is that of the Lean code; textbooks usually give the coupling the number of the passive spin. For real $J_k$ and $t$, and

$$H = \sum_{k=0}^{n-1} \pi J_k\, 2 I_{0z} I_{k+1,z},$$

the result is

$$e^{-iHt} I_{0+} e^{iHt} = I_{0+}\prod_{k=0}^{n-1}\left(\cos \pi J_k t - 2i I_{k+1,z}\sin \pi J_k t\right).$$

In product-operator descriptions of NMR pulse sequences, the formula gives the coupling evolution of $I_{0+}$ during an interval without pulses, and a spin-dynamics simulation can be compared with it, for finitely many weakly coupled spins 1/2 without relaxation, in the frame rotating at the resonance frequency of spin 0.

The Hamiltonian is postulated in this form. In a liquid the scalar coupling is proportional to $\mathbf I_0\cdot\mathbf I_{k+1}$, and keeping only its $zz$ part is an approximation for resonance frequencies that differ by much more than the coupling. That truncation is the step from the real spin system to the model, and it is assumed here. Chemical shifts, couplings among the passive spins and relaxation are absent from $H$.

```lean
import Mathlib

open Matrix

namespace PassiveSpins

noncomputable section
```

## Spins and operators in the product basis

A basis state assigns up or down to each of the $n+1$ spins. In Lean it is a function $s$ from spin labels to `Fin 2`, where 0 means up and 1 means down.

```lean
/-- Product basis of spin 0 and `n` passive spins 1/2; the value 0 means up, 1 means down. -/
abbrev Config (n : ℕ) := Fin (n + 1) → Fin 2
```

Operators are complex matrices indexed by pairs of such configurations, so the state space has dimension $2^{n+1}$.

```lean
/-- Operators on the state space of all `n + 1` spins, as matrices in the product basis. -/
abbrev Op (n : ℕ) := Matrix (Config n) (Config n) ℂ
```

A single-spin matrix $A$ acting on spin $k$ has the matrix elements

$$\langle s|A_k|s'\rangle = A_{s_k s'_k}\ \text{ if } s_j = s'_j \text{ for all } j\neq k, \qquad 0 \text{ otherwise.}$$

This is the tensor product of $A$ at position $k$ with identities elsewhere, written out in components.

```lean
/-- The single-spin operator `A` acting on spin `k`, with the identity on all other spins. -/
def site {n : ℕ} (k : Fin (n + 1)) (A : Matrix (Fin 2) (Fin 2) ℂ) : Op n :=
  fun s s' => if ∀ j, j ≠ k → s j = s' j then A (s k) (s' k) else 0
```

The two spin operators needed come from the usual $2\times 2$ matrices, with $I_z = \mathrm{diag}(1/2,-1/2)$ and $I_+ = |{\uparrow}\rangle\langle{\downarrow}|$.

```lean
/-- The longitudinal spin operator of spin `k`. -/
def Iz {n : ℕ} (k : Fin (n + 1)) : Op n := site k !![1/2, 0; 0, -1/2]

/-- The raising operator of spin `k`. -/
def Iplus {n : ℕ} (k : Fin (n + 1)) : Op n := site k !![0, 1; 0, 0]
```

The magnetic quantum number is $m(0) = 1/2$ for up and $m(1) = -1/2$ for down. It is typed as a complex number because it will appear as a matrix entry.

```lean
/-- The magnetic quantum number of a single spin: 1/2 for up, -1/2 for down. -/
def mz (a : Fin 2) : ℂ := if a = 0 then 1/2 else -1/2
```

## The coupling Hamiltonian and its evolution

In the Hamiltonian, `J k` is the real coupling $J_k$, and `k.succ` is the label $k+1$ of the passive spin it belongs to.

```lean
/-- The weak coupling Hamiltonian: the sum over `k = 0, …, n-1` of `π J_k 2 I0z Iz(k+1)`, where
`Iz(k+1)` belongs to passive spin `k+1`. -/
def hamiltonian {n : ℕ} (J : Fin n → ℝ) : Op n :=
  ∑ k : Fin n, ((Real.pi * J k : ℝ) : ℂ) • ((2 : ℂ) • (Iz 0 * Iz k.succ))
```

Evolution follows the density-operator convention, $A \mapsto e^{-iHt}Ae^{iHt}$, with the matrix exponential itself and no truncated series. The Heisenberg picture would have the opposite signs. Although $I_{0+}$ is not Hermitian, it occurs as a component of a density operator, and the evolution is linear.

```lean
/-- Evolution of an operator `A` for a time `t`: `exp(-itH) A exp(itH)`. -/
def evolve {n : ℕ} (H : Op n) (t : ℝ) (A : Op n) : Op n :=
  NormedSpace.exp ((-(t * Complex.I)) • H) * A * NormedSpace.exp ((t * Complex.I) • H)
```

The factor expected from one passive spin is named separately. Here the argument `k` is the spin's own label, so the main theorem will supply `k.succ` together with `J k`.

```lean
/-- The factor `cos(π J t) - 2i Ikz sin(π J t)` contributed by spin `k` with coupling `J`. -/
def passiveFactor {n : ℕ} (J t : ℝ) (k : Fin (n + 1)) : Op n :=
  (Real.cos (Real.pi * J * t) : ℂ) • (1 : Op n)
    - (2 * Complex.I * (Real.sin (Real.pi * J * t) : ℂ)) • Iz k
```

## Energies of the configurations

Each $I_{kz}$ is diagonal, with entry $m(s_k)$ at configuration $s$. On the diagonal, this is read off from the $2\times2$ matrix. Off the diagonal there are two cases. If $s$ and $s'$ differ on a spin other than $k$, the identity on that spin gives zero. If they differ only on spin $k$, the entry is an off-diagonal element of the $2\times 2$ matrix, which is also zero. The proof makes the same division: `hd` supplies the diagonal elements and `ho` the vanishing ones.

```lean
/-- In the product basis `Ikz` is diagonal, with the magnetic quantum number of spin `k`. -/
theorem Iz_eq_diagonal {n : ℕ} (k : Fin (n + 1)) :
    (Iz k : Op n) = diagonal fun s => mz (s k) := by
  have hd : ∀ a : Fin 2, (!![1/2, 0; 0, -1/2] : Matrix (Fin 2) (Fin 2) ℂ) a a = mz a := by
    intro a
    fin_cases a <;> simp [mz]
  have ho : ∀ a b : Fin 2, a ≠ b →
      (!![1/2, 0; 0, -1/2] : Matrix (Fin 2) (Fin 2) ℂ) a b = 0 := by
    intro a b h
    fin_cases a <;> fin_cases b <;> simp at h ⊢
  ext s s'
  by_cases h : s = s'
  · subst h
    rw [diagonal_apply_eq, ← hd]
    exact if_pos fun _ _ => rfl
  · rw [diagonal_apply_ne _ h]
    by_cases hj : ∀ j, j ≠ k → s j = s' j
    · refine (if_pos hj).trans (ho _ _ fun e => h (funext fun j => ?_))
      by_cases hjk : j = k
      · rw [hjk]
        exact e
      · exact hj j hjk
    · exact if_neg hj
```

Products and sums of diagonal matrices are diagonal, so $H$ is diagonal with the Ising energies

$$E_s = \sum_{k=0}^{n-1} \pi J_k\, 2\, m(s_0)\, m(s_{k+1}).$$

The rewriting with `diagonal_mul_diagonal` multiplies the entries of $I_{0z}$ and $I_{k+1,z}$, and the two remaining cases compare the sum entry by entry.

```lean
/-- The coupling Hamiltonian is diagonal in the product basis, with the Ising energies. -/
theorem hamiltonian_eq_diagonal {n : ℕ} (J : Fin n → ℝ) :
    hamiltonian J = diagonal fun s =>
      ∑ k : Fin n, ((Real.pi * J k : ℝ) : ℂ) * (2 * (mz (s 0) * mz (s k.succ))) := by
  simp only [hamiltonian, Iz_eq_diagonal, diagonal_mul_diagonal]
  ext s s'
  rw [Matrix.sum_apply]
  by_cases h : s = s'
  · subst h
    simp
  · simp [h]
```

## One phase for each matrix element of the coherence

The element $\langle s|I_{0+}|s'\rangle$ is nonzero only if spin 0 is up in $s$, down in $s'$, and every passive spin has the same state in both. Of the four entries of the $2\times2$ raising matrix only one is nonzero, which is what `key` checks; agreement on the passive spins comes from the definition of `site`.

```lean
/-- A nonzero matrix element of `I0+` takes spin 0 from down to up and leaves every
passive spin unchanged. -/
theorem Iplus_selection {n : ℕ} {s s' : Config n} (h : Iplus 0 s s' ≠ 0) :
    s 0 = 0 ∧ s' 0 = 1 ∧ ∀ j, j ≠ 0 → s j = s' j := by
  have key : ∀ a b : Fin 2,
      (!![0, 1; 0, 0] : Matrix (Fin 2) (Fin 2) ℂ) a b ≠ 0 → a = 0 ∧ b = 1 := by
    intro a b
    fin_cases a <;> fin_cases b <;> simp
  by_cases hj : ∀ j, j ≠ 0 → s j = s' j
  · have h' := key (s 0) (s' 0) fun e => h ((if_pos hj).trans e)
    exact ⟨h'.1, h'.2, hj⟩
  · exact absurd (if_neg hj) h
```

For a diagonal $H$ the exponential acts on each entry separately: $e^{\mathrm{diag}(v)} = \mathrm{diag}(e^{v_s})$. Mathlib's `Matrix.exp_diagonal` reduces the matrix exponential to that of the function $v$. Evaluation at a configuration $s$ is a continuous ring homomorphism, so it passes through the exponential series and leaves the ordinary complex exponential of $v_s$.

```lean
/-- The exponential of a diagonal operator is diagonal, with the exponentials of its entries. -/
theorem exp_diagonal_apply {n : ℕ} (v : Config n → ℂ) :
    NormedSpace.exp (diagonal v : Op n) = diagonal fun s => Complex.exp (v s) := by
  rw [Matrix.exp_diagonal]
  congr 1
  funext s
  rw [Complex.exp_eq_exp_ℂ]
  exact NormedSpace.map_exp (Pi.evalRingHom (fun _ : Config n => ℂ) s) (continuous_apply s) v
```

The evolved matrix element is therefore

$$\langle s|e^{-iHt}I_{0+}e^{iHt}|s'\rangle = e^{-i(E_s-E_{s'})t}\,\langle s|I_{0+}|s'\rangle .$$

Where the element on the right is nonzero, $m(s_0) = 1/2$, $m(s'_0) = -1/2$ and $s_{k+1} = s'_{k+1}$, so that

$$E_s - E_{s'} = \sum_{k=0}^{n-1} 2\pi J_k\left(\tfrac12+\tfrac12\right) m(s'_{k+1}) = \sum_{k=0}^{n-1} 2\pi J_k\, m(s'_{k+1}).$$

Each configuration of the passive spins thus gives one angular frequency, a line of the multiplet; lines coincide when these sums are equal. For a single passive spin the frequencies are $\pm\pi J_0$, a doublet with a splitting of $|J_0|$ in hertz.

In the proof, a vanishing matrix element is dealt with first, since both sides are then zero. Otherwise `Iplus_selection` supplies the states of the spins, `Complex.exp_add` joins the two exponentials into one, and the exponents are compared term by term in the sum over $k$.

```lean
/-- Lines of the multiplet: each matrix element of `I0+` evolves with a single angular frequency,
the sum over `k = 0, …, n-1` of `2π J_k` times the magnetic quantum number of passive spin `k+1`. -/
theorem multiplet_line {n : ℕ} (J : Fin n → ℝ) (t : ℝ) (s s' : Config n) :
    evolve (hamiltonian J) t (Iplus 0) s s' =
      Complex.exp (-(Complex.I * ∑ k : Fin n,
        2 * ((Real.pi * J k * t : ℝ) : ℂ) * mz (s' k.succ))) * Iplus 0 s s' := by
  unfold evolve
  rw [hamiltonian_eq_diagonal, ← diagonal_smul, ← diagonal_smul, exp_diagonal_apply,
    exp_diagonal_apply, mul_diagonal, diagonal_mul]
  by_cases hP : Iplus 0 s s' = 0
  · simp [hP]
  -- only the flip of spin 0 contributes to the energy difference
  obtain ⟨h0, h1, hj⟩ := Iplus_selection hP
  have hs : ∀ k : Fin n, s k.succ = s' k.succ := fun k => hj _ (Fin.succ_ne_zero k)
  have m0 : mz 0 = 1/2 := by simp [mz]
  have m1 : mz 1 = -1/2 := by simp [mz]
  rw [mul_right_comm, ← Complex.exp_add]
  congr 2
  simp only [Pi.smul_apply, smul_eq_mul, h0, h1, hs, m0, m1]
  rw [Finset.mul_sum, Finset.mul_sum, Finset.mul_sum, ← Finset.sum_add_distrib,
    ← Finset.sum_neg_distrib]
  refine Finset.sum_congr rfl fun k _ => ?_
  push_cast
  ring
```

## Euler's formula for one passive spin

For $m = \pm 1/2$ and real $x$,

$$\cos x - 2i m \sin x = \cos x \mp i\sin x = e^{\mp i x} = e^{-2i m x}.$$

With $x = \pi J t$, the factor $\cos\pi J t - 2i I_{kz}\sin \pi J t$ is a diagonal matrix with entries $e^{-2i\pi J t\, m(s_k)}$. The formula uses the fact that $2m$ is $\pm1$, which is where spin 1/2 enters for the passive spins. The local statement `euler` treats the two values of $m$ in turn, and the rest of the proof places them on the diagonal.

```lean
/-- The factor of a passive spin is diagonal, with a pure phase for each of its two states. -/
theorem passiveFactor_eq_diagonal {n : ℕ} (J t : ℝ) (k : Fin (n + 1)) :
    (passiveFactor J t k : Op n) = diagonal fun s =>
      Complex.exp (-(Complex.I * (2 * ((Real.pi * J * t : ℝ) : ℂ) * mz (s k)))) := by
  -- Euler's formula at magnetic quantum number 1/2 and -1/2
  have euler : ∀ (x : ℝ) (a : Fin 2), (Real.cos x : ℂ) - 2 * Complex.I * (Real.sin x : ℂ) * mz a
      = Complex.exp (-(Complex.I * (2 * (x : ℂ) * mz a))) := by
    intro x a
    obtain rfl | rfl : a = 0 ∨ a = 1 := by fin_cases a <;> simp
    · have e : -(Complex.I * (2 * (x : ℂ) * mz 0)) = (-(x : ℂ)) * Complex.I := by
        simp only [mz, if_true]
        ring
      rw [e, Complex.exp_mul_I, Complex.cos_neg, Complex.sin_neg]
      simp only [mz, if_true]
      push_cast
      ring
    · have m1 : mz 1 = -1/2 := by simp [mz]
      have e : -(Complex.I * (2 * (x : ℂ) * mz 1)) = (x : ℂ) * Complex.I := by
        rw [m1]
        ring
      rw [e, Complex.exp_mul_I, m1]
      push_cast
      ring
  ext s s'
  rw [passiveFactor, Iz_eq_diagonal, Matrix.sub_apply, Matrix.smul_apply, Matrix.smul_apply]
  by_cases h : s = s'
  · subst h
    rw [diagonal_apply_eq, diagonal_apply_eq, Matrix.one_apply_eq, smul_eq_mul, smul_eq_mul,
      mul_one, euler]
  · rw [diagonal_apply_ne _ h, diagonal_apply_ne _ h, Matrix.one_apply_ne h]
    simp
```

## The product over all passive spins

Matrix multiplication is not commutative in general, so the product in Lean is taken over an ordered list, `List.ofFn`, from $k=0$ to $k=n-1$. The factors are diagonal, so their order has no effect on the value, and the product has entries

$$\Big(\prod_{k} \mathrm{diag}(f_k)\Big)_{ss} = \prod_{k} f_k(s).$$

Forming a diagonal matrix from a function is a ring homomorphism, and `map_list_prod` carries the product through it.

```lean
/-- An ordered product of diagonal operators is diagonal, with the products of their entries. -/
theorem prod_diagonal {n : ℕ} (f : Fin n → Config n → ℂ) :
    (List.ofFn fun k => (diagonal (f k) : Op n)).prod = diagonal fun s => ∏ k, f k s := by
  have h := map_list_prod (Matrix.diagonalRingHom (Config n) ℂ) (List.ofFn f)
  rw [List.prod_ofFn, List.map_ofFn] at h
  have e : (fun s => ∏ k, f k s) = ∏ k, f k := by
    ext s
    simp [Finset.prod_apply]
  rw [e]
  exact h.symm
```

Both sides of the main formula can now be compared at $(s,s')$. On the right, the diagonal product stands after $I_{0+}$ and so contributes its entry at the column configuration $s'$:

$$\langle s|I_{0+}|s'\rangle \prod_{k=0}^{n-1} e^{-2i\pi J_k t\, m(s'_{k+1})} = \langle s|I_{0+}|s'\rangle\, \exp\Big(-i\sum_{k=0}^{n-1} 2\pi J_k t\, m(s'_{k+1})\Big).$$

This is the evolved element found above. The theorem `evolve_Iplus` states the equality of the two operators for every natural number $n$, every real `J` and every real `t`. For $n=0$ the Hamiltonian is zero, the product is empty, and $I_{0+}$ stays as it is.

The proof rewrites every factor as a diagonal of phases, applies `prod_diagonal`, and inserts `multiplet_line` on the left. The step `Complex.exp_sum` is the passage from a product of phases to the exponential of a sum.

```lean
/-- Evolution with many passive spins: under the weak couplings `J_k`, `I0+` becomes `I0+` times the
product over `k = 0, …, n-1` of `cos(π J_k t) - 2i Iz(k+1) sin(π J_k t)`, where `Iz(k+1)` belongs to
passive spin `k+1`. -/
theorem evolve_Iplus {n : ℕ} (J : Fin n → ℝ) (t : ℝ) :
    evolve (hamiltonian J) t (Iplus 0) =
      Iplus 0 * (List.ofFn fun k : Fin n => passiveFactor (J k) t k.succ).prod := by
  simp only [passiveFactor_eq_diagonal]
  rw [prod_diagonal]
  ext s s'
  -- the phases of the passive spins multiply to the phase of the multiplet line
  rw [multiplet_line, mul_diagonal, mul_comm, ← Complex.exp_sum, Finset.mul_sum,
    ← Finset.sum_neg_distrib]
```

## Complete antiphase coherence at $J_k t = 1/2$

If $J_k t = 1/2$ for every $k$, each angle $\pi J_k t$ equals $\pi/2$. The cosines vanish, the sines are 1, and

$$e^{-iHt} I_{0+} e^{iHt} = I_{0+}\prod_{k=0}^{n-1}\left(-2i I_{k+1,z}\right).$$

For one passive spin this is $-2i\,I_{0+}I_{1z}$, the antiphase coherence whose two doublet components have opposite signs. Since the same $t$ serves all passive spins, the hypothesis `h` requires all the couplings to be equal, as for a methyl carbon-13 coupled to its three equivalent protons.

The proof computes the angle from `h`, puts the values of cosine and sine at $\pi/2$ into each factor, and then applies the main theorem.

```lean
/-- If `J_k t = 1/2` for every `k = 0, …, n-1`, `I0+` becomes `I0+` times the product of
`-2i Iz(k+1)` over the passive spins `k+1`; for `n ≥ 1` this is the completely antiphase coherence.
-/
theorem evolve_antiphase {n : ℕ} (J : Fin n → ℝ) (t : ℝ) (h : ∀ k, J k * t = 1/2) :
    evolve (hamiltonian J) t (Iplus 0) =
      Iplus 0 * (List.ofFn fun k : Fin n => (-(2 * Complex.I)) • (Iz k.succ : Op n)).prod := by
  have hf : (fun k : Fin n => (passiveFactor (J k) t k.succ : Op n)) =
      fun k => (-(2 * Complex.I)) • (Iz k.succ : Op n) := by
    funext k
    have e : Real.pi * J k * t = Real.pi / 2 := by linear_combination Real.pi * h k
    rw [passiveFactor, e, Real.cos_pi_div_two, Real.sin_pi_div_two]
    simp
  rw [evolve_Iplus, hf]

end

end PassiveSpins
```

```lean
#print axioms PassiveSpins.evolve_Iplus
-- 'PassiveSpins.evolve_Iplus' depends on axioms: [propext, Classical.choice, Quot.sound]
#print axioms PassiveSpins.evolve_antiphase
-- 'PassiveSpins.evolve_antiphase' depends on axioms: [propext, Classical.choice, Quot.sound]
```
